# For Hermitian H and real t, the matrix itH/2 is skew-Hermitian

Multiplying a Hermitian matrix, such as a Hamiltonian written in a basis, by an imaginary number gives a skew-Hermitian one. The declaration states this for the factor it/2: if `H` is a complex square matrix equal to its conjugate transpose and `t` is real, then the conjugate transpose of (it/2)H is −(it/2)H. The index set need not be finite, and nothing else is assumed of `H`. The proof first shows, as `hc`, that the complex conjugate of the number it/2 is its negative, and then combines this with the hermiticity of `H`.

The failing Lean file:

```lean
import Mathlib

open Matrix Complex Filter Topology
open scoped ComplexOrder

namespace GeneratorSkew

noncomputable section

variable {n : Type*} [Fintype n] [DecidableEq n]

omit [Fintype n] [DecidableEq n] in
/-- For Hermitian `H` and real `t`, the matrix `itH/2` is skew-Hermitian. -/
theorem generator_skew {H : Matrix n n ℂ} (hH : H.IsHermitian) (t : ℝ) :
    ((I * t / 2) • H)ᴴ = -((I * t / 2) • H) := by
  have hc : star (I * t / 2 : ℂ) = -(I * t / 2) := by
    change (starRingEnd ℂ) _ = _
    simp [neg_div]
  rw [conjTranspose_smul, hH.eq, hc, neg_smul]

end

end GeneratorSkew
```

The compiler's answer:

```
Main.lean:16:51: error: unsolved goals
n : Type u_1
H : Matrix n n ℂ
hH : H.IsHermitian
t : ℝ
⊢ I * ↑t / (starRingEnd ℂ) 2 = I * ↑t / 2
```

Diagnosis. The error lies in `hc`, the statement about the scalar. `simp` carried the conjugation through the quotient and dealt with `I` and `t`, and the minus signs cancelled. What remained was `I * ↑t / (starRingEnd ℂ) 2 = I * ↑t / 2`. This is true, since 2 is real, but `simp` did not reduce the conjugate of the numeral `2` to `2`, so the goal stayed open.

The repair keeps the 2 from being conjugated on its own. The new equation `e`, proved by `push_cast` and `ring`, writes the scalar as `I` times the real number `t / 2` cast to ℂ, and `rw [e]` puts the goal in that form. The final `rw` replaces `simp`: `map_mul` splits the conjugate of the product, `Complex.conj_I` turns `I` into `-I`, and `Complex.conj_ofReal` leaves the whole real factor unchanged, its 2 included. `neg_mul` then moves the sign outside the product, the two sides agree, and `rw` closes the goal.

This version goes through:

```diff
@@ -15,6 +15,10 @@
     ((I * t / 2) • H)ᴴ = -((I * t / 2) • H) := by
   have hc : star (I * t / 2 : ℂ) = -(I * t / 2) := by
+    have e : (I * t / 2 : ℂ) = I * ((t / 2 : ℝ) : ℂ) := by
+      push_cast
+      ring
+    rw [e]
     change (starRingEnd ℂ) _ = _
-    simp [neg_div]
+    rw [map_mul, Complex.conj_I, Complex.conj_ofReal, neg_mul]
   rw [conjTranspose_smul, hH.eq, hc, neg_smul]
 
```
